# With positive bias and tunnelling, the Rashba splitting of a four-state slab at k > 0 stays below its tangent at k = 0

## Does dividing the splitting by k underestimate the initial slope?

Should $k$ in a Rashba splitting be the length of the momentum, or a signed coordinate on a line through zero momentum? I chose the signed version for a thin slab whose two surfaces have Rashba strengths $a$ and $-a$, potentials $u$ and $-u$, and a tunnelling amplitude $t$ between them. One upper level is then $E(k)=\sqrt{(u+ak)^2+t^2}$, the other is $E(-k)$, and the splitting is $D(k)=E(k)-E(-k)$.

Two things puzzle me. If I compute $D$ at some finite $k>0$ and divide by $k$, is the result always below the slope at $k=0$? And why does $D$ level off at $2u$, which contains neither $a$ nor $t$, when a single surface would give $2ak$ without limit?

## The tangent and 2u both bound the splitting

Yes, the quotient is always too small when $a$, $u$ and $t$ are positive. The signed $k$ is a convenient choice, because it makes $D$ differentiable at zero. The saturation comes from the opposite Rashba signs: at large $k$ the two upper levels lie mainly on different surfaces, near $ak+u$ and $ak-u$, so both rise with slope $a$ and the bias sets the remaining distance $2u$.

**The levels.** With in-plane momentum $(k_x,k_y)$ and Pauli matrices $\sigma_x,\sigma_y$, let $R=a(k_x\sigma_y-k_y\sigma_x)$. In surface blocks the Hamiltonian is

$$H=\begin{pmatrix}u+R & t\\ t & -u-R\end{pmatrix}.$$

Since $R^2=a^2(k_x^2+k_y^2)$, the eigenvalues of $R$ are $r=\pm ak$ with $k=\sqrt{k_x^2+k_y^2}$. A signed $k$ on a line through zero momentum gives the same pair. For each of them there remains a $2\times2$ matrix with diagonal $\pm(u+r)$ and off-diagonal $t$, whose secular determinant is $E^2-(u+r)^2-t^2$. The four levels are therefore $\pm\sqrt{(u\pm ak)^2+t^2}$, with independent signs.

**The bounds.** Write $E_\pm=E(\pm k)$, $S=E_++E_-$ and $E_0=\sqrt{u^2+t^2}$. The difference of squares gives

$$D\,S=(u+ak)^2-(u-ak)^2=4aku,$$

so $D>0$ for $k>0$, and lower bounds on $S$ become upper bounds on $D$. Multiplying out,

$$(E_+E_-)^2=(u^2+t^2-a^2k^2)^2+4t^2a^2k^2,$$

hence $E_+E_->u^2+t^2-a^2k^2$. It follows that

$$S^2=2(u^2+t^2+a^2k^2)+2E_+E_->4E_0^2,$$

so $S>2E_0$ and $D<2aku/E_0$. Also $E_+>u+ak$ and $E_->ak-u$, so $S>2ak$ and $D<2u$.

**Slope and limit.** The chain rule gives $E'(0)=au/E_0$. The mirrored branch $E(-k)$ has the opposite slope, so $D'(0)=2au/E_0$. For $y>0$,

$$0\le\sqrt{y^2+t^2}-y\le\frac{t^2}{y},$$

because $(y+t^2/y)^2\ge y^2+t^2$. Taking $y=ak+u$ and $y=ak-u$ at large $k$ and subtracting, the square roots differ by $2u$ plus terms that vanish, so $D\to2u$.

**Numbers.** Take $u=7$, $t=24$ and $ak=25$ in any energy unit. Then $E_0=25$, $E_+=\sqrt{32^2+24^2}=40$ and $E_-=\sqrt{18^2+24^2}=30$. The splitting is $10$, while the tangent and $2u$ both give $14$; the two bounds cross where $ak=E_0$. At $ak=5$ the splitting is $\sqrt{720}-\sqrt{580}\approx2.75$, and the tangent gives $2.80$.

For a fit of a Rashba parameter to computed slab bands, this means that $D(k)/k$ at finite $k$ lies below the initial slope, within this non-interacting four-state model. That slope is itself smaller than the single-surface value $2a$, by the factor $u/E_0$.

### What the Lean statement says about the slab

`slabHamiltonian a u t kx ky` is the complex $4\times4$ matrix above, in the order top-up, top-down, bottom-up, bottom-down, with real parameters. The opposite Rashba signs stand for the opposite outward normals of the two surfaces. The bias stands for a potential difference $2u$ between them, such as a substrate or a gate produces, and $t$ for the overlap of the surface states through the slab, which conserves spin.

`upperLevel a u t k` is $E(k)$ for any real $k$, and `splitting a u t k` is $D(k)$. The theorem `secular_determinant` ties them to the matrix: for every complex $E$, the determinant of $E-H$ is the product of $E^2-E_+^2$ and $E^2-E_-^2$, taken at the length of the momentum. It needs no sign conditions.

The main theorem, `rashba_slab_splitting`, assumes `0 < a`, `0 < u` and `0 < t`. Its first part gives positivity and both strict bounds for every $k>0$. `HasDerivAt` gives the two-sided derivative at zero, and `Tendsto ... atTop (𝓝 (2 * u))` is the limit for $k\to+\infty$.

The model keeps only terms linear in momentum, so the limit belongs to a continuum idealisation; in a crystal $k$ is bounded. Tunnelling is independent of momentum and the two Rashba strengths are equal in size. A kinetic energy common to all four states is left out, but it would shift every level equally and cancel in $D$.

The splitting could also have been modelled as a non-negative function of the vector $(k_x,k_y)$, namely $D$ at its length. The bounds and the limit would read the same, but the function would have a conical point at zero momentum, and the slope would have to be stated as a one-sided derivative along each direction.

```lean
import Mathlib

open Filter Topology Matrix

namespace RashbaSlab

noncomputable section

/-- Hamiltonian of a thin slab in the basis top-up, top-down, bottom-up, bottom-down:
Rashba coupling `a (kx σy - ky σx)` on the top surface and its negative on the bottom one,
bias `u` and `-u`, and spin-conserving tunnelling `t`. -/
def slabHamiltonian (a u t kx ky : ℝ) : Matrix (Fin 4) (Fin 4) ℂ :=
  !![(u : ℂ), (a : ℂ) * (-(ky : ℂ) - Complex.I * kx), (t : ℂ), 0;
     (a : ℂ) * (-(ky : ℂ) + Complex.I * kx), (u : ℂ), 0, (t : ℂ);
     (t : ℂ), 0, -(u : ℂ), -((a : ℂ) * (-(ky : ℂ) - Complex.I * kx));
     0, (t : ℂ), -((a : ℂ) * (-(ky : ℂ) + Complex.I * kx)), -(u : ℂ)]

/-- The upper level `sqrt((u + a k)² + t²)`; the other spin branch is obtained at `-k`. -/
def upperLevel (a u t k : ℝ) : ℝ := √((u + a * k) ^ 2 + t ^ 2)

/-- The Rashba splitting: the difference of the two upper levels at momentum `k`. -/
def splitting (a u t k : ℝ) : ℝ := upperLevel a u t k - upperLevel a u t (-k)

/-- The square of the upper level is `(u + a k)² + t²`. -/
theorem upperLevel_sq (a u t k : ℝ) :
    upperLevel a u t k ^ 2 = (u + a * k) ^ 2 + t ^ 2 :=
  Real.sq_sqrt (by positivity)

/-- Secular determinant of two surfaces with opposite bias `v` and opposite spin couplings
`q`, `p`, joined by tunnelling `t`. -/
theorem det_two_surfaces (E v t p q : ℂ) :
    (E • (1 : Matrix (Fin 4) (Fin 4) ℂ) -
      !![v, q, t, 0; p, v, 0, t; t, 0, -v, -q; 0, t, -p, -v]).det =
      (E ^ 2 - v ^ 2 - t ^ 2 - p * q) ^ 2 - 4 * v ^ 2 * (p * q) := by
  have hM : E • (1 : Matrix (Fin 4) (Fin 4) ℂ) -
      !![v, q, t, 0; p, v, 0, t; t, 0, -v, -q; 0, t, -p, -v] =
      !![E - v, -q, -t, 0; -p, E - v, 0, -t; -t, 0, E + v, q; 0, -t, p, E + v] := by
    ext i j
    fin_cases i <;> fin_cases j <;> simp
  rw [hM]
  simp [Matrix.det_succ_row_zero, Fin.sum_univ_succ, Fin.succAbove]
  ring

/-- The secular determinant of the slab is the product of two factors, each `E²` minus the square of
an upper level, taken at plus and at minus the length of the in-plane momentum. -/
theorem secular_determinant (a u t kx ky : ℝ) (E : ℂ) :
    (E • (1 : Matrix (Fin 4) (Fin 4) ℂ) - slabHamiltonian a u t kx ky).det =
      (E ^ 2 - (upperLevel a u t (√(kx ^ 2 + ky ^ 2)) : ℂ) ^ 2) *
      (E ^ 2 - (upperLevel a u t (-√(kx ^ 2 + ky ^ 2)) : ℂ) ^ 2) := by
  have hk : ((√(kx ^ 2 + ky ^ 2) : ℝ) : ℂ) ^ 2 = (kx : ℂ) ^ 2 + (ky : ℂ) ^ 2 := by
    exact_mod_cast Real.sq_sqrt (by positivity : 0 ≤ kx ^ 2 + ky ^ 2)
  have hp (k : ℝ) : (upperLevel a u t k : ℂ) ^ 2 = ((u : ℂ) + a * k) ^ 2 + (t : ℂ) ^ 2 := by
    exact_mod_cast upperLevel_sq a u t k
  -- the square of the Rashba term depends only on the length of the momentum
  have hpq : ((a : ℂ) * (-(ky : ℂ) + Complex.I * kx)) *
      ((a : ℂ) * (-(ky : ℂ) - Complex.I * kx)) =
      (a : ℂ) ^ 2 * ((√(kx ^ 2 + ky ^ 2) : ℝ) : ℂ) ^ 2 := by
    linear_combination (-(a : ℂ) ^ 2 * (kx : ℂ) ^ 2) * Complex.I_sq - (a : ℂ) ^ 2 * hk
  rw [hp, hp, slabHamiltonian, det_two_surfaces, hpq, Complex.ofReal_neg]
  ring

/-- The splitting times the sum of the two upper levels equals `4 a k u`. -/
theorem splitting_mul_sum (a u t k : ℝ) :
    splitting a u t k * (upperLevel a u t k + upperLevel a u t (-k)) = 4 * a * k * u := by
  unfold splitting
  linear_combination upperLevel_sq a u t k - upperLevel_sq a u t (-k)

/-- With tunnelling `t > 0` and `a k > 0`, the sum of the two upper levels is strictly greater than
`2 sqrt(u² + t²)`. -/
theorem two_mul_gap_lt_sum {a u t k : ℝ} (ht : 0 < t) (hak : 0 < a * k) :
    2 * √(u ^ 2 + t ^ 2) < upperLevel a u t k + upperLevel a u t (-k) := by
  have hp := upperLevel_sq a u t k
  have hm := upperLevel_sq a u t (-k)
  have hs : √(u ^ 2 + t ^ 2) ^ 2 = u ^ 2 + t ^ 2 := Real.sq_sqrt (by positivity)
  have hp0 : 0 ≤ upperLevel a u t k := Real.sqrt_nonneg _
  have hm0 : 0 ≤ upperLevel a u t (-k) := Real.sqrt_nonneg _
  have hP0 := mul_nonneg hp0 hm0
  -- the product of the levels exceeds u² + t² - (a k)²
  have hP : u ^ 2 + t ^ 2 - (a * k) ^ 2 < upperLevel a u t k * upperLevel a u t (-k) := by
    have hsq : (upperLevel a u t k * upperLevel a u t (-k)) ^ 2 =
        (u ^ 2 + t ^ 2 - (a * k) ^ 2) ^ 2 + 4 * (t * (a * k)) ^ 2 := by
      rw [mul_pow, hp, hm]
      ring
    have hpos : 0 < (t * (a * k)) ^ 2 := by positivity
    by_contra h
    have h' := not_lt.1 h
    nlinarith [mul_nonneg (sub_nonneg.2 h') (add_nonneg hP0 (hP0.trans h'))]
  have hlt : (2 * √(u ^ 2 + t ^ 2)) ^ 2 <
      (upperLevel a u t k + upperLevel a u t (-k)) ^ 2 := by
    nlinarith
  exact lt_of_pow_lt_pow_left₀ 2 (add_nonneg hp0 hm0) hlt

/-- For positive `a`, `u`, `t` the splitting at `k > 0` is positive and lies strictly below
both the line `2 a k u / sqrt(u² + t²)` and the value `2 u`. -/
theorem splitting_bounds {a u t k : ℝ} (ha : 0 < a) (hu : 0 < u) (ht : 0 < t) (hk : 0 < k) :
    0 < splitting a u t k ∧ splitting a u t k < 2 * a * k * u / √(u ^ 2 + t ^ 2) ∧
      splitting a u t k < 2 * u := by
  have hak : 0 < a * k := mul_pos ha hk
  have hs : 0 < √(u ^ 2 + t ^ 2) := Real.sqrt_pos.2 (by positivity)
  have hS := two_mul_gap_lt_sum (u := u) ht hak
  have hD := splitting_mul_sum a u t k
  have hS0 : 0 < upperLevel a u t k + upperLevel a u t (-k) := by linarith
  have hR : 0 < 4 * a * k * u := by positivity
  have hpos : 0 < splitting a u t k := by
    by_contra h
    nlinarith [mul_nonneg (neg_nonneg.2 (not_lt.1 h)) hS0.le]
  refine ⟨hpos, ?_, ?_⟩
  · rw [lt_div_iff₀ hs]
    nlinarith [mul_pos hpos (sub_pos.2 hS)]
  · -- each level lies above its asymptote
    have h1 : u + a * k < upperLevel a u t k := by
      have h0 : 0 ≤ upperLevel a u t k := Real.sqrt_nonneg _
      have ht2 : 0 < t ^ 2 := by positivity
      by_contra h
      nlinarith [upperLevel_sq a u t k, not_lt.1 h]
    have h2 : a * k - u < upperLevel a u t (-k) := by
      have h0 : 0 ≤ upperLevel a u t (-k) := Real.sqrt_nonneg _
      have ht2 : 0 < t ^ 2 := by positivity
      by_contra h
      nlinarith [upperLevel_sq a u t (-k), not_lt.1 h]
    have h3 : 2 * (a * k) < upperLevel a u t k + upperLevel a u t (-k) := by linarith
    by_contra h
    nlinarith [mul_nonneg (sub_nonneg.2 (not_lt.1 h)) hS0.le, mul_pos hu (sub_pos.2 h3)]

/-- With tunnelling `t > 0`, the splitting has slope `2 a u / sqrt(u² + t²)` at `k = 0`. -/
theorem splitting_hasDerivAt_zero (a u : ℝ) {t : ℝ} (ht : 0 < t) :
    HasDerivAt (splitting a u t) (2 * a * u / √(u ^ 2 + t ^ 2)) 0 := by
  have hs : √(u ^ 2 + t ^ 2) ≠ 0 := (Real.sqrt_pos.2 (by positivity)).ne'
  have h1 : HasDerivAt (fun k : ℝ => (u + a * k) ^ 2 + t ^ 2) (2 * u * a) 0 := by
    have h := ((((hasDerivAt_id' (0 : ℝ)).const_mul a).const_add u).fun_pow 2).add_const (t ^ 2)
    exact h.congr_deriv (by norm_num)
  have hne : (u + a * 0) ^ 2 + t ^ 2 ≠ 0 := by positivity
  have hE : HasDerivAt (upperLevel a u t) (a * u / √(u ^ 2 + t ^ 2)) 0 := by
    refine (h1.sqrt hne).congr_deriv ?_
    simp only [mul_zero, add_zero]
    field_simp
  -- the second branch is the mirror image of the first
  have hE' : HasDerivAt (upperLevel a u t) (a * u / √(u ^ 2 + t ^ 2)) (-(0 : ℝ)) := by
    rw [neg_zero]
    exact hE
  exact (hE.sub (hE'.comp (0 : ℝ) (hasDerivAt_neg (0 : ℝ)))).congr_deriv (by ring)

/-- For Rashba strength `a > 0` the splitting tends to `2 u` at large momentum. -/
theorem splitting_tendsto {a : ℝ} (u t : ℝ) (ha : 0 < a) :
    Tendsto (splitting a u t) atTop (𝓝 (2 * u)) := by
  -- a level approaches its linear asymptote
  have h0 : Tendsto (fun y : ℝ => √(y ^ 2 + t ^ 2) - y) atTop (𝓝 0) := by
    have hlim : Tendsto (fun y : ℝ => t ^ 2 / y) atTop (𝓝 0) :=
      tendsto_const_nhds.div_atTop tendsto_id
    refine squeeze_zero' ?_ ?_ hlim
    · filter_upwards [eventually_gt_atTop (0 : ℝ)] with y hy
      exact sub_nonneg.2 ((Real.le_sqrt' hy).2 (by nlinarith [sq_nonneg t]))
    · filter_upwards [eventually_gt_atTop (0 : ℝ)] with y hy
      have hq : y * (t ^ 2 / y) = t ^ 2 := by field_simp
      have hle : √(y ^ 2 + t ^ 2) ≤ y + t ^ 2 / y :=
        Real.sqrt_le_iff.2 ⟨by positivity, by nlinarith [sq_nonneg (t ^ 2 / y), sq_nonneg t]⟩
      linarith
  have hl : Tendsto (fun k : ℝ => a * k) atTop atTop := tendsto_id.const_mul_atTop ha
  have hA : Tendsto (fun k : ℝ => u + a * k) atTop atTop :=
    tendsto_atTop_add_const_left atTop u hl
  have hB : Tendsto (fun k : ℝ => a * k + -u) atTop atTop :=
    tendsto_atTop_add_const_right atTop (-u) hl
  have h := ((h0.comp hA).sub (h0.comp hB)).add_const (2 * u)
  rw [show (0 : ℝ) - 0 + 2 * u = 2 * u by ring] at h
  refine h.congr (fun k => ?_)
  simp only [Function.comp_apply, splitting, upperLevel]
  rw [show (a * k + -u) ^ 2 = (u + a * -k) ^ 2 by ring]
  ring

/-- For positive Rashba strength, bias and tunnelling, the splitting at every `k > 0` is positive
and strictly below both `2 a k u / sqrt(u² + t²)` and `2 u`; it has the slope of that line
at `k = 0` and tends to `2 u` as `k` grows. -/
theorem rashba_slab_splitting {a u t : ℝ} (ha : 0 < a) (hu : 0 < u) (ht : 0 < t) :
    (∀ k, 0 < k → 0 < splitting a u t k ∧
      splitting a u t k < 2 * a * k * u / √(u ^ 2 + t ^ 2) ∧ splitting a u t k < 2 * u) ∧
    HasDerivAt (splitting a u t) (2 * a * u / √(u ^ 2 + t ^ 2)) 0 ∧
    Tendsto (splitting a u t) atTop (𝓝 (2 * u)) :=
  ⟨fun _ hk => splitting_bounds ha hu ht hk, splitting_hasDerivAt_zero a u ht,
    splitting_tendsto u t ha⟩

/-- Without tunnelling, and for bias `u > 0` with `|a k| ≤ u`, the splitting equals the linear
expression `2 a k u / sqrt(u² + t²)` taken at `t = 0`. -/
theorem splitting_without_tunnelling {a u k : ℝ} (hu : 0 < u) (h : |a * k| ≤ u) :
    splitting a u 0 k = 2 * a * k * u / √(u ^ 2 + 0 ^ 2) := by
  obtain ⟨h1, h2⟩ := abs_le.1 h
  have hz (x : ℝ) (hx : 0 ≤ x) : √(x ^ 2 + 0 ^ 2) = x := by
    rw [show x ^ 2 + (0 : ℝ) ^ 2 = x ^ 2 by ring]
    exact Real.sqrt_sq hx
  unfold splitting upperLevel
  rw [hz _ (by linarith), hz _ (by linarith), hz u hu.le, eq_div_iff hu.ne']
  ring

end

end RashbaSlab
```

```lean
#print axioms RashbaSlab.secular_determinant
#print axioms RashbaSlab.rashba_slab_splitting
#print axioms RashbaSlab.splitting_without_tunnelling
```

```
'RashbaSlab.secular_determinant' depends on axioms: [propext, Classical.choice, Quot.sound]
'RashbaSlab.rashba_slab_splitting' depends on axioms: [propext, Classical.choice, Quot.sound]
'RashbaSlab.splitting_without_tunnelling' depends on axioms: [propext, Classical.choice, Quot.sound]
```

### From the determinant to the bounds in Lean

`det_two_surfaces` expands the determinant directly instead of diagonalising $R$. It uses general spin couplings `p` and `q`, expands along the first row with `Matrix.det_succ_row_zero`, and closes with `ring`. In `secular_determinant`, the step `hpq` is the identity $R^2=a^2k^2$, written as a product of the two off-diagonal entries, and `hp` inserts the squared levels.

`splitting_mul_sum` is the identity $DS=4aku$, obtained by subtracting two instances of `upperLevel_sq`. `two_mul_gap_lt_sum` proves $S>2E_0$; the word "gap" in its name stands for $E_0$, which is half the distance between the upper and lower levels at $k=0$. Its `hsq` is the formula for $(E_+E_-)^2$, `hP` extracts the bound on the product by contradiction, and `lt_of_pow_lt_pow_left₀` passes from squares to the levels themselves.

`splitting_bounds` combines these. The tangent bound is multiplied out by `lt_div_iff₀`, and `nlinarith` receives the product of $D>0$ with $S-2E_0>0$. For the bound $2u$, `h1` and `h2` place each level above its asymptote, and `h3` adds them to $S>2ak$.

`splitting_hasDerivAt_zero` differentiates the radicand, then the square root, and treats the second branch as a composition with $k\mapsto-k$. Here $t>0$ keeps the radicand away from zero. `splitting_tendsto` passes the estimate with $t^2/y$ to `squeeze_zero'` and composes the resulting limit with $ak+u$ and $ak-u$.

The last theorem, `splitting_without_tunnelling`, shows what tunnelling contributes. For $t=0$, $u>0$ and $|ak|\le u$, both square roots open without a change of sign and $D=2ak$, which is exactly the linear expression. The strict tangent bound for all $k>0$ therefore fails at $t=0$.
